# For a linear one-site model with bare response −x, mixing b and interaction U (x, U, b > 0, bUx < 1), reading the bare response one mixed update late gives an extracted interaction below (1 − b)U

The model is a single site whose occupation responds linearly, with bare response −x, to its total potential, and whose induced potential is updated by linear mixing with parameter b towards U times the occupation change. The interaction is extracted as the inverse of the response taken for the bare one, minus the inverse of the screened response −x/(1 + Ux). The theorem `extractedU_one` says that if the first of these is read after one mixed update, with x, U and b positive and bUx < 1, the result is exactly U(1 − b/(1 − bUx)), which is strictly less than (1 − b)U. The attempt proves the equality by unfolding the definitions, inserting the response from `response_one` and clearing denominators, and then gets the inequality from b < b/(1 − bUx).

Lean 4 with Mathlib refuses this proof:

```lean
import Mathlib

open Filter Topology

namespace ExtractedUOne

noncomputable section

/-- Occupation change of a site with bare response `-x` when its total potential changes
by `w`. -/
def occupation (x w : ℝ) : ℝ := -x * w

/-- Induced potential after `k` linearly mixed updates with mixing parameter `b`, under a
constant perturbation `α`; the output potential is `U` times the occupation change. -/
def inducedPotential (x U b α : ℝ) : ℕ → ℝ
  | 0 => 0
  | k + 1 => (1 - b) * inducedPotential x U b α k
      + b * (U * occupation x (α + inducedPotential x U b α k))

/-- Response read after `k` potential updates: the occupation change under a unit
perturbation. -/
def response (x U b : ℝ) (k : ℕ) : ℝ :=
  occupation x (1 + inducedPotential x U b 1 k)

/-- The screened response `X = -x / (1 + U x)`, for `1 + U x ≠ 0`. -/
def screenedResponse (x U : ℝ) : ℝ := -x / (1 + U * x)

/-- The interaction extracted when the response after `k` updates is taken for the bare one:
the difference of the inverse responses, for nonzero responses and `1 + U x ≠ 0`. -/
def extractedU (x U b : ℝ) (k : ℕ) : ℝ :=
  1 / response x U b k - 1 / screenedResponse x U

/-- One mixed update late, the response is `-x (1 - b U x)`. -/
theorem response_one (x U b : ℝ) : response x U b 1 = -x * (1 - b * U * x) := by
  simp only [response, occupation, inducedPotential]
  ring

/-- For `x, U, b > 0` and `b U x < 1`, reading the bare response one mixed update late gives
`U (1 - b / (1 - b U x))`, which is strictly below `(1 - b) U`. -/
theorem extractedU_one {x U b : ℝ} (hx : 0 < x) (hU : 0 < U) (hb : 0 < b)
    (hbU : b * U * x < 1) :
    extractedU x U b 1 = U * (1 - b / (1 - b * U * x)) ∧
      extractedU x U b 1 < (1 - b) * U := by
  have hd : 0 < 1 - b * U * x := by linarith
  have hd' : 1 - b * U * x ≠ 0 := hd.ne'
  have hs : 1 + U * x ≠ 0 := by positivity
  have hx' : x ≠ 0 := hx.ne'
  have e : extractedU x U b 1 = U * (1 - b / (1 - b * U * x)) := by
    unfold extractedU screenedResponse
    rw [response_one]
    field_simp
    ring
  refine ⟨e, ?_⟩
  -- the denominator is below one, so the subtracted fraction exceeds `b`
  have hlt : b < b / (1 - b * U * x) := by
    rw [lt_div_iff₀ hd]
    have hp : 0 < b * (b * U * x) := by positivity
    linarith
  rw [e]
  have hm := mul_pos hU (sub_pos.2 hlt)
  linarith

end

end ExtractedUOne
```

Compiling this gives:

```
Try this:
  [apply] ring_nf
  
  The `ring` tactic failed to close the goal. Use `ring_nf` to obtain a normal form.
    
  Note that `ring` works primarily in *commutative* rings. If you have a noncommutative ring, abelian group or module, consider using `noncomm_ring`, `abel` or `module` instead.
Main.lean:48:65: error: unsolved goals
x U b : ℝ
hx : 0 < x
hU : 0 < U
hb : 0 < b
hbU : b * U * x < 1
hd : 0 < 1 - b * U * x
hd' : 1 - b * U * x ≠ 0
hs : 1 + U * x ≠ 0
hx' : x ≠ 0
⊢ 1 + x * U - (1 - x * b * U)⁻¹ = -(x * b * U * (1 - x * b * U)⁻¹) + x * U
```

The error is the unsolved equality `e`; the "Try this" message says only that `ring` could not close it, and `ring_nf` would not prove it either. The goal left over still contains `(1 - x * b * U)⁻¹`, so `field_simp` had not cleared that denominator, although `hd'` says it is nonzero. The messages do not show why. What remains amounts to the denominator times its inverse being 1, and `ring` does not use `hd'` to cancel them.

The repair states the two cancellations needed as equations, `hxi` for `x` and `hdi` for `1 - b * U * x`. The rewrites with `one_div`, `mul_inv` and `one_div_div` turn the reciprocals of the two responses into a product of inverses and a simple quotient. `linear_combination` then subtracts suitable multiples of `hxi` and `hdi`, leaving an identity that `ring` can check with the inverses left in place. Dropping `hs` and `hx'` is tidying: the new proof does not need the first, and uses `hx.ne'` directly for the second.

The mended proof, as a diff:

```diff
@@ -44,11 +44,11 @@
   have hd : 0 < 1 - b * U * x := by linarith
   have hd' : 1 - b * U * x ≠ 0 := hd.ne'
-  have hs : 1 + U * x ≠ 0 := by positivity
-  have hx' : x ≠ 0 := hx.ne'
+  -- the two cancellations behind the difference of inverse responses
+  have hxi : x * x⁻¹ = 1 := mul_inv_cancel₀ hx.ne'
+  have hdi : (1 - b * U * x) * (1 - b * U * x)⁻¹ = 1 := mul_inv_cancel₀ hd'
   have e : extractedU x U b 1 = U * (1 - b / (1 - b * U * x)) := by
     unfold extractedU screenedResponse
-    rw [response_one]
-    field_simp
-    ring
+    rw [response_one, one_div, mul_inv, one_div_div]
+    linear_combination (U - b * U * (1 - b * U * x)⁻¹) * hxi - x⁻¹ * hdi
   refine ⟨e, ?_⟩
   -- the denominator is below one, so the subtracted fraction exceeds `b`
```
